# A sum rule at all positive densities makes the nonlocal potential of a uniform gas zero for a differentiable pair function

## Two sites

Let two sites carry densities n(0) and n(1). Each ordered pair of sites contributes the product of its densities, with a plus sign for a site paired with itself and a minus sign otherwise:

E = n(0)² + n(1)² − 2 n(0) n(1) = (n(0) − n(1))²

∂E/∂n(0) = 2 n(0) − 2 n(1)

At n(0) = n(1) = a, the same-site response 2a cancels the cross response −2a. The energy is not identically zero, but its potential vanishes in the uniform gas.

## The energy on a periodic grid

Let G be a finite abelian group, the periodic grid, and n(x) the density at site x. A pair function F gives

E(n) = Σ_x Σ_y F(x − y)(n(x), n(y))

e(a) = Σ_z F(z)(a, a)

For fixed x, z = x − y runs once over G, so a uniform gas of density a has energy |G| e(a), and e is the energy per site. The sum rule is e(b) = 0 for every b > 0. In the van der Waals density functional (vdW-DF) it expresses that the local density approximation already supplies the correlation energy of the uniform gas, so the nonlocal term must add nothing.

## The potential is e′(a)

Let a > 0, let every F(z) be differentiable at (a, a), and let A(z) and B(z) be its partial derivatives there in the first and second argument. A density change h gives, to first order,

δE = Σ_x Σ_y [h(x) A(x − y) + h(y) B(x − y)]
 = Σ_x h(x) Σ_z A(z) + Σ_y h(y) Σ_z B(z)
 = [Σ_z (A(z) + B(z))] Σ_x h(x)

By the chain rule along (t, t), the bracket is e′(a). Changing one site only gives

∂E/∂n(x) = e′(a) at every x.

Under the sum rule e is zero on a whole interval around a, so e′(a) = 0. Conversely, if every F(z) is differentiable at all equal positive densities and the potential vanishes at every positive uniform density, then e′ = 0 on (0, ∞) and e is constant there.

The sum rule at the density a alone is not enough. On one site take F(0)(u, v) = uv − 1. Then e(1) = 0, but E = n(0)² − 1 has derivative 2 at density 1.

## What the Lean statements say

`nonlocalEnergy F n` is E(n) and `energyPerSite F a` is e(a). `Function.update (fun _ => a) x t` is the uniform density with site x reset to t, so `HasDerivAt … 0 a` says that the partial derivative at x exists and is zero. `potential_uniform_eq_zero` assumes differentiability only at (a, a), and the sum rule at all positive densities, although its proof uses the sum rule only near a.

`kernelPair` is the vdW-DF form ½ n φ(q, q′) n′, with q a wave number set by the local density only; the gradient dependence of the actual q is left out. Volume weights are absorbed into F, so ∂E/∂n(x) is the functional derivative δE/δn times the volume per site; one vanishes exactly when the other does. The continuum vdW-DF kernel diverges logarithmically at zero separation, so the z = 0 entry of φ has to be a finite regularized value. The sum rule is assumed for the grid sum, not derived from a continuum integral.

## The k = 0 entries in a plane-wave calculation

Here k is the Fourier wave vector of the separation; the `k` in the Lean hypothesis `hsum` is instead a value of q. With Fourier-transformed kernels, a uniform density has only a k = 0 component, so its nonlocal energy involves only φ(q, q′) at k = 0. The sum rule makes the diagonal q = q′ of that table vanish. If φ is interpolated between tabulated q values, the diagonal need not vanish between them, and a small residue can remain.

## The Lean file

```lean
import Mathlib

open Finset

namespace UniformGasNonlocalPotential

noncomputable section

variable {G : Type*} [AddCommGroup G] [Fintype G]

/-- The nonlocal energy of a density `n` on a periodic grid `G`: a sum over pairs of sites of a
function of their separation and of the two local densities. -/
def nonlocalEnergy (F : G → ℝ × ℝ → ℝ) (n : G → ℝ) : ℝ :=
  ∑ x, ∑ y, F (x - y) (n x, n y)

/-- The pair function summed over all separations, with both densities equal to `a`. -/
def energyPerSite (F : G → ℝ × ℝ → ℝ) (a : ℝ) : ℝ := ∑ z, F z (a, a)

/-- The nonlocal energy of a uniform gas is the number of sites times the energy per site. -/
theorem nonlocalEnergy_uniform (F : G → ℝ × ℝ → ℝ) (a : ℝ) :
    nonlocalEnergy F (fun _ => a) = Fintype.card G * energyPerSite F a := by
  have h : ∀ x : G, ∑ y, F (x - y) (a, a) = energyPerSite F a :=
    fun x => (Equiv.subLeft x).sum_comp (fun z => F z (a, a))
  simp only [nonlocalEnergy, h, sum_const, card_univ, nsmul_eq_mul]

/-- Translation invariance: pair responses that depend only on the separation act on a density
change `h` only through its total. -/
theorem translation_sum (A B h : G → ℝ) :
    ∑ x, ∑ y, (h x * A (x - y) + h y * B (x - y)) = (∑ z, (A z + B z)) * ∑ x, h x := by
  have h1 : ∀ x, ∑ y, A (x - y) = ∑ z, A z := fun x => (Equiv.subLeft x).sum_comp A
  have h2 : ∀ y, ∑ x, B (x - y) = ∑ z, B z := fun y => (Equiv.subRight y).sum_comp B
  have h3 : ∑ x, ∑ y, h x * A (x - y) = (∑ x, h x) * ∑ z, A z := by
    simp only [← mul_sum, h1, ← sum_mul]
  have h4 : ∑ x, ∑ y, h y * B (x - y) = (∑ x, h x) * ∑ z, B z := by
    rw [sum_comm]
    simp only [← mul_sum, h2, ← sum_mul]
  simp only [sum_add_distrib, h3, h4]
  ring

omit [AddCommGroup G] in
/-- If the pair function is differentiable at equal densities `a`, the energy per site has as its
derivative the summed response to raising both densities together. -/
theorem energyPerSite_hasDerivAt {F : G → ℝ × ℝ → ℝ} {a : ℝ}
    (hF : ∀ z, DifferentiableAt ℝ (F z) (a, a)) :
    HasDerivAt (energyPerSite F) (∑ z, fderiv ℝ (F z) (a, a) (1, 1)) a := by
  have hd : HasDerivAt (fun t : ℝ => (t, t)) ((1 : ℝ), (1 : ℝ)) a :=
    (hasDerivAt_id a).prodMk (hasDerivAt_id a)
  have h : ∀ z ∈ (univ : Finset G),
      HasDerivAt (fun t => F z (t, t)) (fderiv ℝ (F z) (a, a) (1, 1)) a := fun z _ =>
    HasFDerivAt.comp_hasDerivAt (f := fun t : ℝ => (t, t)) a (hF z).hasFDerivAt hd
  exact HasDerivAt.fun_sum h

/-- For a pair function differentiable at equal densities `a`, the first-order energy change of
the uniform gas is the derivative of the energy per site times the total density change. -/
theorem hasFDerivAt_uniform {F : G → ℝ × ℝ → ℝ} {a : ℝ}
    (hF : ∀ z, DifferentiableAt ℝ (F z) (a, a)) :
    HasFDerivAt (nonlocalEnergy F)
      (deriv (energyPerSite F) a • ∑ x, (ContinuousLinearMap.proj x : (G → ℝ) →L[ℝ] ℝ))
      (fun _ => a) := by
  -- chain rule for a single pair of sites
  have hterm : ∀ x y : G, HasFDerivAt (fun n : G → ℝ => F (x - y) (n x, n y))
      ((fderiv ℝ (F (x - y)) (a, a)).comp
        ((ContinuousLinearMap.proj x : (G → ℝ) →L[ℝ] ℝ).prod
          (ContinuousLinearMap.proj y : (G → ℝ) →L[ℝ] ℝ))) (fun _ => a) := by
    intro x y
    exact HasFDerivAt.comp (f := fun n : G → ℝ => (n x, n y)) (fun _ => a)
      (hF (x - y)).hasFDerivAt
      ((ContinuousLinearMap.proj x : (G → ℝ) →L[ℝ] ℝ).prod
        (ContinuousLinearMap.proj y : (G → ℝ) →L[ℝ] ℝ)).hasFDerivAt
  have hsum := HasFDerivAt.fun_sum (u := (univ : Finset G)) fun x _ =>
    HasFDerivAt.fun_sum (u := (univ : Finset G)) fun y _ => hterm x y
  -- split each response into its two partial derivatives
  have hL : ∀ (L : ℝ × ℝ →L[ℝ] ℝ) (u v : ℝ), L (u, v) = u * L (1, 0) + v * L (0, 1) := by
    intro L u v
    have huv : (u, v) = u • ((1 : ℝ), (0 : ℝ)) + v • ((0 : ℝ), (1 : ℝ)) := by simp
    rw [huv, map_add, map_smul, map_smul, smul_eq_mul, smul_eq_mul]
  refine hsum.congr_fderiv (ContinuousLinearMap.ext fun h => ?_)
  rw [(energyPerSite_hasDerivAt hF).deriv]
  simp only [_root_.sum_apply, ContinuousLinearMap.comp_apply,
    ContinuousLinearMap.prod_apply, ContinuousLinearMap.proj_apply,
    smul_apply, smul_eq_mul]
  have h11 : ∀ z, fderiv ℝ (F z) (a, a) (1, 1)
      = fderiv ℝ (F z) (a, a) (1, 0) + fderiv ℝ (F z) (a, a) (0, 1) := fun z => by
    rw [hL _ 1 1, one_mul, one_mul]
  refine Eq.trans ?_ ((translation_sum (fun z => fderiv ℝ (F z) (a, a) (1, 0))
    (fun z => fderiv ℝ (F z) (a, a) (0, 1)) h).trans ?_)
  · exact sum_congr rfl fun x _ => sum_congr rfl fun y _ => hL _ _ _
  · simp only [h11]

variable [DecidableEq G]

/-- For a pair function differentiable at equal densities `a`, the nonlocal potential at any site
of the uniform gas is the derivative of the energy per site. -/
theorem potential_uniform {F : G → ℝ × ℝ → ℝ} {a : ℝ}
    (hF : ∀ z, DifferentiableAt ℝ (F z) (a, a)) (x : G) :
    HasDerivAt (fun t => nonlocalEnergy F (Function.update (fun _ => a) x t))
      (deriv (energyPerSite F) a) a := by
  have hE := hasFDerivAt_uniform hF
  have he : Function.update (fun _ : G => a) x a = fun _ => a :=
    Function.update_eq_self x (fun _ : G => a)
  rw [← he] at hE
  have h := HasFDerivAt.comp_hasDerivAt (f := Function.update (fun _ : G => a) x) a hE
    (hasDerivAt_update (fun _ : G => a) x a)
  refine h.congr_deriv ?_
  simp [_root_.sum_apply, Pi.single_apply]

/-- If the pair function summed over separations vanishes at all equal positive densities, and is
differentiable at equal densities `a > 0`, the nonlocal potential of the uniform gas of density
`a` is zero at every site. -/
theorem potential_uniform_eq_zero {F : G → ℝ × ℝ → ℝ} {a : ℝ} (ha : 0 < a)
    (hF : ∀ z, DifferentiableAt ℝ (F z) (a, a))
    (hsum : ∀ b, 0 < b → ∑ z, F z (b, b) = 0) (x : G) :
    HasDerivAt (fun t => nonlocalEnergy F (Function.update (fun _ => a) x t)) 0 a := by
  have hev : energyPerSite F =ᶠ[nhds a] fun _ => (0 : ℝ) := by
    filter_upwards [Ioi_mem_nhds ha] with b hb using hsum b hb
  refine (potential_uniform hF x).congr_deriv ?_
  rw [hev.deriv_eq, deriv_const]

/-- For a pair function differentiable at equal positive densities, the nonlocal potential
vanishes in every uniform gas of positive density exactly when the energy per site is the same at
all positive densities. -/
theorem potential_zero_iff {F : G → ℝ × ℝ → ℝ}
    (hF : ∀ a, 0 < a → ∀ z, DifferentiableAt ℝ (F z) (a, a)) :
    (∀ a, 0 < a → ∀ x : G,
      HasDerivAt (fun t => nonlocalEnergy F (Function.update (fun _ => a) x t)) 0 a) ↔
    ∀ a, 0 < a → ∀ b, 0 < b → energyPerSite F a = energyPerSite F b := by
  constructor
  · intro h a ha b hb
    refine isOpen_Ioi.is_const_of_deriv_eq_zero (s := Set.Ioi (0 : ℝ)) isPreconnected_Ioi
      (fun c hc => (energyPerSite_hasDerivAt
        (hF c hc)).differentiableAt.differentiableWithinAt) ?_ ha hb
    intro c hc
    exact (potential_uniform (hF c hc) 0).unique (h c hc 0)
  · intro h a ha x
    have hev : energyPerSite F =ᶠ[nhds a] fun _ => energyPerSite F a := by
      filter_upwards [Ioi_mem_nhds ha] with b hb using h b hb a ha
    refine (potential_uniform (hF a ha) x).congr_deriv ?_
    rw [hev.deriv_eq, deriv_const]

/-- The pair energy `½ n φ(q, q') n'`, with a kernel `φ` that depends on the separation and on
a wave vector `q` set by the density at each site. -/
def kernelPair (φ : G → ℝ × ℝ → ℝ) (q : ℝ → ℝ) (z : G) (p : ℝ × ℝ) : ℝ :=
  1 / 2 * p.1 * φ z (q p.1, q p.2) * p.2

/-- For the pair energy `½ n φ(q, q') n'` with `q` positive at positive density, `q` and `φ`
differentiable at the uniform density `a > 0` and at the wave vectors `(q a, q a)` respectively, and
`φ` summing to zero over separations at equal positive wave vectors, the nonlocal potential of the
uniform gas is zero. -/
theorem kernel_potential_uniform_eq_zero {φ : G → ℝ × ℝ → ℝ} {q : ℝ → ℝ} {a : ℝ}
    (ha : 0 < a) (hpos : ∀ b, 0 < b → 0 < q b) (hq : DifferentiableAt ℝ q a)
    (hφ : ∀ z, DifferentiableAt ℝ (φ z) (q a, q a))
    (hsum : ∀ k, 0 < k → ∑ z, φ z (k, k) = 0) (x : G) :
    HasDerivAt (fun t => nonlocalEnergy (kernelPair φ q)
      (Function.update (fun _ => a) x t)) 0 a := by
  refine potential_uniform_eq_zero ha (fun z => ?_) (fun b hb => ?_) x
  · have h1 : DifferentiableAt ℝ (fun p : ℝ × ℝ => q p.1) (a, a) :=
      DifferentiableAt.comp (f := Prod.fst) (a, a) hq differentiableAt_fst
    have h2 : DifferentiableAt ℝ (fun p : ℝ × ℝ => q p.2) (a, a) :=
      DifferentiableAt.comp (f := Prod.snd) (a, a) hq differentiableAt_snd
    have h3 : DifferentiableAt ℝ (fun p : ℝ × ℝ => φ z (q p.1, q p.2)) (a, a) :=
      DifferentiableAt.comp (f := fun p : ℝ × ℝ => (q p.1, q p.2)) (a, a) (hφ z)
        (h1.prodMk h2)
    exact ((differentiableAt_fst.const_mul (1 / 2 : ℝ)).mul h3).mul differentiableAt_snd
  · simp only [kernelPair]
    rw [← sum_mul, ← mul_sum, hsum (q b) (hpos b hb), mul_zero, zero_mul]

/-- A pair function on two sites: the product of the densities, with a plus sign on the same site
and a minus sign on different sites. -/
def twoSite (z : ZMod 2) (p : ℝ × ℝ) : ℝ := (if z = 0 then 1 else -1) * (p.1 * p.2)

/-- The two-site pair function is differentiable, sums to zero over separations at equal
densities, and has the nonlocal energy `(n₀ - n₁)²`. -/
theorem twoSite_witness :
    (∀ z p, DifferentiableAt ℝ (twoSite z) p) ∧ (∀ a, ∑ z, twoSite z (a, a) = 0) ∧
    ∀ n : ZMod 2 → ℝ, nonlocalEnergy twoSite n = (n 0 - n 1) ^ 2 := by
  have hs : ∀ f : ZMod 2 → ℝ, ∑ x, f x = f 0 + f 1 := fun f => Fin.sum_univ_two f
  have h1 : ¬((1 : ZMod 2) = 0) := by decide
  have h01 : (0 - 1 : ZMod 2) = 1 := by decide
  refine ⟨fun z p => ?_, fun a => ?_, fun n => ?_⟩
  · exact (differentiableAt_fst.mul differentiableAt_snd).const_mul
      (if z = 0 then (1 : ℝ) else -1)
  · simp only [hs, twoSite, h1, if_true, if_false]
    ring
  · simp only [nonlocalEnergy, hs, sub_self, sub_zero, h01, twoSite, h1, if_true, if_false]
    ring

end

end UniformGasNonlocalPotential
```

```lean
#print axioms UniformGasNonlocalPotential.nonlocalEnergy_uniform
-- 'UniformGasNonlocalPotential.nonlocalEnergy_uniform' depends on axioms: [propext, Classical.choice, Quot.sound]
#print axioms UniformGasNonlocalPotential.potential_uniform_eq_zero
-- 'UniformGasNonlocalPotential.potential_uniform_eq_zero' depends on axioms: [propext, Classical.choice, Quot.sound]
#print axioms UniformGasNonlocalPotential.potential_zero_iff
-- 'UniformGasNonlocalPotential.potential_zero_iff' depends on axioms: [propext, Classical.choice, Quot.sound]
#print axioms UniformGasNonlocalPotential.kernel_potential_uniform_eq_zero
-- 'UniformGasNonlocalPotential.kernel_potential_uniform_eq_zero' depends on axioms: [propext, Classical.choice, Quot.sound]
```

## From reindexing to the zero potential

`nonlocalEnergy_uniform` and `translation_sum` carry out the substitution z = x − y, with `Equiv.subLeft` for fixed x and `Equiv.subRight` for fixed y. `energyPerSite_hasDerivAt` is the chain rule along (t, t).

In `hasFDerivAt_uniform`, `hterm` differentiates one pair, `hsum` adds the pairs, and `hL` splits each response into its A and B parts; `translation_sum` then gives δE. `potential_uniform` composes this with the one-site update, which leaves a single term of Σ_x h(x).

`potential_uniform_eq_zero` uses that (0, ∞) is a neighbourhood of a. `potential_zero_iff` obtains e′ = 0 from uniqueness of derivatives, then constancy from the connectedness of (0, ∞); its reverse direction repeats the neighbourhood argument.

`kernel_potential_uniform_eq_zero` checks differentiability by the product and chain rules and factors ½b² out of the sum rule. `twoSite_witness` proves that the pair function of the opening example is differentiable, by the product rule, and checks its sum rule and its energy by expanding the sums.
